# Green's elements for opposite potentials sum to twice the inverse of $M - V M^{-1} V$

Let $M$ and $V$ be elements of a ring, and let $M$, $M-V$ and $M+V$ have inverses $G_0$, $G$ and $G'$. Then $M - VG_0V$ is invertible, with

$$(M - VG_0V)^{-1} = G'MG, \qquad 2\,G'MG = G + G'.$$

Physically, $M = E - H_0$ at a fixed energy $E$, and $V$ is the potential, so $G$ and $G'$ are the resolvents of $H_0+V$ and $H_0-V$. For a non-interacting particle in a finite basis, averaging the resolvent over the overall sign of $V$ therefore gives a single resolvent with the energy-dependent effective potential $VG_0V$.

In Lean 4 with Mathlib:

```lean
import Mathlib

open Filter Topology

namespace EvenOrderResummation

section Algebra

variable {R : Type*} [Ring R]
```

The ring need not be commutative, and it need not contain $1/2$, which is why the identity is stated for twice the inverse. Square matrices qualify; unbounded Hamiltonians do not form such a ring. `IsGreen M G` says that $G$ is a two-sided inverse of $M$.

```lean
/-- `G` is the Green's element of `M`: its two-sided inverse. -/
def IsGreen (M G : R) : Prop := M * G = 1 ∧ G * M = 1
```

The Born term of order $n$ is $(G_0V)^nG_0$.

```lean
/-- The Born term of order `n`: `n` scatterings off `V` joined by free propagation `G0`. -/
def bornTerm (G0 V : R) (n : ℕ) : R := (G0 * V) ^ n * G0
```

## Free propagation: $M$ is invertible

The hypothesis `h0` says that $E$ is not an eigenvalue of $H_0$ when the elements are finite matrices. By hand, it is used to reduce

$$(M-V)G_0(M+V) = MG_0M + MG_0V - VG_0M - VG_0V$$

to $M + V - V - VG_0V = M - VG_0V$. Exchanging the signs gives the other order. In the proof, `noncomm_ring` expands the product and `rw` inserts $MG_0 = G_0M = 1$.

```lean
/-- If `G0` is the Green's element of `M`, then `M - V G0 V` is the product of `M - V` and `M + V`
with `G0` between them, in either order. -/
theorem effective_factorisation {M V G0 : R} (h0 : IsGreen M G0) :
    M - V * G0 * V = (M - V) * G0 * (M + V) ∧
      M - V * G0 * V = (M + V) * G0 * (M - V) := by
  obtain ⟨a, b⟩ := h0
  constructor
  · have e : (M - V) * G0 * (M + V)
        = (M * G0) * M + (M * G0) * V - V * (G0 * M) - V * G0 * V := by noncomm_ring
    rw [e, a, b]
    noncomm_ring
  · have e : (M + V) * G0 * (M - V)
        = (M * G0) * M - (M * G0) * V + V * (G0 * M) - V * G0 * V := by noncomm_ring
    rw [e, a, b]
    noncomm_ring
```

Without this hypothesis there is no $G_0$ from which to build the effective operator. The numbers $M=0$, $V=1$ show this: $M \pm V$ are invertible, but $M$ is not.

## Both signs of the potential: $M-V$ and $M+V$ are invertible

The hypotheses `hG` and `hG'` say that $E$ also avoids the eigenvalues of $H_0+V$ and $H_0-V$. Neighbouring inverses then cancel:

$$(M-V)G_0(M+V)\,G'MG = (M-V)G_0MG = (M-V)G = 1,$$
$$G'MG\,(M-V)G_0(M+V) = G'MG_0(M+V) = G'(M+V) = 1.$$

For the sum, write $2M = (M+V)+(M-V)$:

$$2G'MG = G'(M+V)G + G'(M-V)G = G + G'.$$

The three `calc` blocks follow these three lines.

```lean
/-- `M - V G0 V` has the Green's element `G' M G`, and twice this element is the sum of the Green's
elements for the potentials `V` and `-V`. -/
theorem even_order_resummation {M V G0 G G' : R} (h0 : IsGreen M G0)
    (hG : IsGreen (M - V) G) (hG' : IsGreen (M + V) G') :
    IsGreen (M - V * G0 * V) (G' * M * G) ∧ 2 * (G' * M * G) = G + G' := by
  have hf := (effective_factorisation (V := V) h0).1
  obtain ⟨a, b⟩ := h0
  obtain ⟨c, d⟩ := hG
  obtain ⟨e, f⟩ := hG'
  refine ⟨⟨?_, ?_⟩, ?_⟩
  · -- cancel the inverses from the middle outwards
    rw [hf]
    calc (M - V) * G0 * (M + V) * (G' * M * G)
        = (M - V) * G0 * ((M + V) * G') * M * G := by simp only [mul_assoc]
      _ = (M - V) * (G0 * M) * G := by rw [e, mul_one]; simp only [mul_assoc]
      _ = 1 := by rw [b, mul_one, c]
  · rw [hf]
    calc G' * M * G * ((M - V) * G0 * (M + V))
        = G' * M * (G * (M - V)) * G0 * (M + V) := by simp only [mul_assoc]
      _ = G' * (M * G0) * (M + V) := by rw [d, mul_one]; simp only [mul_assoc]
      _ = 1 := by rw [a, mul_one, f]
  · -- write `2 M` as `(M + V) + (M - V)`
    calc 2 * (G' * M * G)
        = (G' * (M + V)) * G + G' * ((M - V) * G) := by
          rw [two_mul]
          noncomm_ring
      _ = G + G' := by rw [f, c, one_mul, mul_one]
```

If either inverse is missing, the effective operator is not invertible, as the converse shows. Let $K$ be the inverse of $M-VG_0V$. The two factorisations give

$$K(M+V)G_0\,(M-V) = 1, \qquad (M-V)\,G_0(M+V)K = 1.$$

A left inverse and a right inverse of the same element agree, so $M-V$ is invertible; changing the sign of $V$ treats $M+V$. The proof builds all four one-sided inverses and equates them with `left_inv_eq_right_inv`.

```lean
/-- Conversely, a Green's element `K` of `M - V G0 V` yields Green's elements for both signs of
the potential. -/
theorem green_of_effective {M V G0 K : R} (h0 : IsGreen M G0)
    (hK : IsGreen (M - V * G0 * V) K) :
    IsGreen (M - V) (K * (M + V) * G0) ∧ IsGreen (M + V) (K * (M - V) * G0) := by
  obtain ⟨f1, f2⟩ := effective_factorisation (V := V) h0
  obtain ⟨r, l⟩ := hK
  -- each factor has a left and a right inverse, which must agree
  have l1 : K * (M + V) * G0 * (M - V) = 1 := by
    rw [f2] at l
    simpa only [mul_assoc] using l
  have r1 : (M - V) * (G0 * (M + V) * K) = 1 := by
    rw [f1] at r
    simpa only [mul_assoc] using r
  have l2 : K * (M - V) * G0 * (M + V) = 1 := by
    rw [f1] at l
    simpa only [mul_assoc] using l
  have r2 : (M + V) * (G0 * (M - V) * K) = 1 := by
    rw [f2] at r
    simpa only [mul_assoc] using r
  refine ⟨⟨?_, l1⟩, ⟨?_, l2⟩⟩
  · rw [left_inv_eq_right_inv l1 r1]
    exact r1
  · rw [left_inv_eq_right_inv l2 r2]
    exact r2
```

The same three inverses determine the odd part. Multiplying $(M\mp V)$ times its inverse by $G_0$ on the left gives the Dyson equations $G = G_0 + G_0VG$ and $G' = G_0 - G_0VG'$. Subtracting them yields $G-G' = G_0V(G+G')$.

```lean
/-- The difference of the Green's elements for `V` and `-V` is their sum followed by one more
scattering and free propagation. -/
theorem odd_part_from_even_part {M V G0 G G' : R} (h0 : IsGreen M G0)
    (hG : IsGreen (M - V) G) (hG' : IsGreen (M + V) G') :
    G - G' = G0 * V * (G + G') := by
  have h1 : G = G0 + G0 * V * G := by
    calc G = (G0 * M) * G := by rw [h0.2, one_mul]
      _ = G0 * ((M - V) * G) + G0 * V * G := by noncomm_ring
      _ = G0 + G0 * V * G := by rw [hG.1, mul_one]
  have h2 : G' = G0 - G0 * V * G' := by
    calc G' = (G0 * M) * G' := by rw [h0.2, one_mul]
      _ = G0 * ((M + V) * G') - G0 * V * G' := by noncomm_ring
      _ = G0 - G0 * V * G' := by rw [hG'.1, mul_one]
  calc G - G' = (G0 + G0 * V * G) - (G0 - G0 * V * G') := by rw [← h1, ← h2]
    _ = G0 * V * (G + G') := by noncomm_ring
```

## Even orders, with an exact remainder

Parity itself needs no invertibility: replacing $V$ by $-V$ multiplies the order-$n$ term by $(-1)^n$. The proof splits on whether $n$ is even.

```lean
/-- Adding the Born terms for `V` and `-V` doubles every even order and cancels every odd one. -/
theorem bornTerm_add_neg (G0 V : R) (n : ℕ) :
    bornTerm G0 V n + bornTerm G0 (-V) n = if Even n then 2 * bornTerm G0 V n else 0 := by
  unfold bornTerm
  rw [mul_neg]
  split_ifs with h
  · rw [h.neg_pow, two_mul]
  · rw [(Nat.not_even_iff_odd.mp h).neg_pow, neg_mul, add_neg_cancel]
```

Now assume `h0` and an inverse $K$ of $M-VG_0V$. Multiplying $(M-VG_0V)K=1$ by $G_0$ gives $K = G_0 + (G_0V)^2K$, and iterating gives

$$K = \sum_{k=0}^{n-1}(G_0V)^{2k}G_0 + (G_0V)^{2n}K.$$

The proof is an induction that expands the remainder once per step. At $n=0$ the sum is empty and the formula reads $K=K$.

```lean
/-- The Green's element of `M - V G0 V` is the sum of the first `n` even Born terms plus an exact
remainder. -/
theorem even_born_expansion {M V G0 K : R} (h0 : IsGreen M G0)
    (hK : IsGreen (M - V * G0 * V) K) (n : ℕ) :
    K = ∑ k ∈ Finset.range n, bornTerm G0 V (2 * k) + (G0 * V) ^ (2 * n) * K := by
  -- the Dyson equation with two scatterings per step
  have step : K = G0 + (G0 * V) ^ 2 * K := by
    calc K = (G0 * M) * K := by rw [h0.2, one_mul]
      _ = G0 * ((M - V * G0 * V) * K) + (G0 * V) * (G0 * V) * K := by noncomm_ring
      _ = G0 + (G0 * V) ^ 2 * K := by rw [hK.1, mul_one, pow_two]
  induction n with
  | zero => simp
  | succ n ih =>
    have e : (G0 * V) ^ (2 * n) * K
        = bornTerm G0 V (2 * n) + (G0 * V) ^ (2 * (n + 1)) * K := by
      calc (G0 * V) ^ (2 * n) * K
          = (G0 * V) ^ (2 * n) * (G0 + (G0 * V) ^ 2 * K) := by rw [← step]
        _ = bornTerm G0 V (2 * n) + (G0 * V) ^ (2 * (n + 1)) * K := by
          rw [mul_add, ← mul_assoc, ← pow_add]
          rfl
    rw [Finset.sum_range_succ, add_assoc, ← e]
    exact ih

end Algebra
```

## Weak double scattering: $\|(G_0V)^2\| < 1$

In a normed ring, `hV` says that the factor $(G_0V)^2$, which adds two scatterings to a Born term, has norm below one. It makes $(G_0V)^{2n}K$ tend to zero, so twice the even Born sum converges to $G+G'$. The proof takes this limit in the exact expansion, with $K=G'MG$.

```lean
/-- If `(G0 V)²` has norm below one, twice the sum of the even Born terms converges to the sum of
the Green's elements for `V` and `-V`. -/
theorem even_born_series_tendsto {R : Type*} [NormedRing R] {M V G0 G G' : R}
    (h0 : IsGreen M G0) (hG : IsGreen (M - V) G) (hG' : IsGreen (M + V) G')
    (hV : ‖(G0 * V) ^ 2‖ < 1) :
    Tendsto (fun n : ℕ => 2 * ∑ k ∈ Finset.range n, bornTerm G0 V (2 * k))
      atTop (𝓝 (G + G')) := by
  obtain ⟨hK, h2⟩ := even_order_resummation h0 hG hG'
  -- the exact remainder dies out geometrically
  have ht : Tendsto (fun n : ℕ => 2 * (G' * M * G - ((G0 * V) ^ 2) ^ n * (G' * M * G)))
      atTop (𝓝 (2 * (G' * M * G - 0 * (G' * M * G)))) :=
    (tendsto_const_nhds.sub
      ((tendsto_pow_atTop_nhds_zero_of_norm_lt_one hV).mul_const (G' * M * G))).const_mul 2
  rw [zero_mul, sub_zero, h2] at ht
  refine ht.congr fun n => ?_
  have r := even_born_expansion h0 hK n
  rw [pow_mul] at r
  rw [sub_eq_of_eq_add r]
```

Without it the series can diverge while the closed identity survives: for the numbers $M=1$, $V=2$, the even terms are $4^k$, yet $G+G' = -1+\tfrac13 = 2\cdot(1-4)^{-1}$.

## Two sites, and the limit of no potential

A rational two-site model satisfies the three inverse relations with $M$ and $V$ not commuting. Here `siteM` is $M = E - H_0$, not $H_0$ itself: the two site energies lie 1 and 2 below $E$, in units of the hopping amplitude.

```lean
/-- The diagonal part of a two-site model. -/
def siteM : Matrix (Fin 2) (Fin 2) ℚ := !![1, 0; 0, 2]

/-- The hopping between the two sites. -/
def hopV : Matrix (Fin 2) (Fin 2) ℚ := !![0, 1; 1, 0]
```

Here $M-VG_0V = \mathrm{diag}(\tfrac12,1)$, and twice its inverse is $\mathrm{diag}(4,2) = G+G'$. The hopping leaves no off-diagonal element in the sum, since an even number of hops returns to the starting site. The proof checks the matrix products entry by entry.

```lean
/-- The two-site model has explicit Green's matrices for zero, positive and negative hopping,
and its diagonal part does not commute with the hopping. -/
theorem two_site_witness :
    IsGreen siteM !![1, 0; 0, 1 / 2] ∧ IsGreen (siteM - hopV) !![2, 1; 1, 1] ∧
      IsGreen (siteM + hopV) !![2, -1; -1, 1] ∧ siteM * hopV ≠ hopV * siteM := by
  refine ⟨⟨?_, ?_⟩, ⟨?_, ?_⟩, ⟨?_, ?_⟩, ?_⟩
  case refine_7 =>
    intro h
    have h01 := congrFun (congrFun h 0) 1
    norm_num [siteM, hopV, Matrix.mul_apply, Fin.sum_univ_succ] at h01
  all_goals
    ext i j
    fin_cases i <;> fin_cases j <;>
      norm_num [siteM, hopV, Matrix.mul_apply, Fin.sum_univ_succ]

end EvenOrderResummation
```

When $V=0$, all three Green's elements coincide and the identity reduces to $2G_0 = G_0+G_0$.

```lean
#print axioms EvenOrderResummation.green_of_effective
#print axioms EvenOrderResummation.odd_part_from_even_part
#print axioms EvenOrderResummation.bornTerm_add_neg
#print axioms EvenOrderResummation.even_born_series_tendsto
```

```
'EvenOrderResummation.green_of_effective' depends on axioms: [propext]
'EvenOrderResummation.odd_part_from_even_part' depends on axioms: [propext]
'EvenOrderResummation.bornTerm_add_neg' depends on axioms: [propext, Classical.choice, Quot.sound]
'EvenOrderResummation.even_born_series_tendsto' depends on axioms: [propext, Classical.choice, Quot.sound]
```
